# Each zero overlap adds a factor t to det(D + tW)

## Definitions and conventions

Take two Slater determinants of \(N\) electrons, with occupied spin orbitals \(\phi_i\) and \(\psi_j\), each set orthonormal. Their overlap matrix is \(S_{ij}=\langle\phi_i|\psi_j\rangle\), and a one-electron operator \(\hat w\) gives the coupling matrix \(W_{ij}=\langle\phi_i|\hat w|\psi_j\rangle\).

The orbitals are paired when \(S\) is diagonal, \(S=D=\mathrm{diag}(d_i)\). Let \(Z=\{i: d_i=0\}\), let \(m\) be the number of its elements, and let \(W_{ZZ}\) be the block of \(W\) with rows and columns in \(Z\). The reduced overlap is \(\tilde S=\prod_{i\notin Z}d_i\). Empty products and determinants of empty matrices equal 1.

The coefficient of \(t\) in \(\det(S+tW)\) is the matrix element of \(\sum_k\hat w(k)\) between the two determinants. The number of zero overlaps therefore decides which formula applies to a one-electron operator in nonorthogonal configuration interaction.

## The coefficient of \(t^m\)

For every complex matrix \(W\), the coefficients of \(\det(D+tW)\) below \(t^m\) vanish, and

\[
[t^m]\det(D+tW)=\det(W_{ZZ})\,\tilde S .
\]

A row \(i\in Z\) of \(D+tW\) has entries \(tW_{ij}\). Taking one factor \(t\) out of each such row gives

\[
\det(D+tW)=t^m\det A(t),\qquad
A_{ij}(t)=\begin{cases}W_{ij}, & i\in Z,\\ D_{ij}+tW_{ij}, & i\notin Z.\end{cases}
\]

Since \(\det A(t)\) is a polynomial, no power below \(t^m\) occurs, and the coefficient of \(t^m\) is \(\det A(0)\). Listing the indices in \(Z\) first, for rows and columns alike, leaves the determinant unchanged and gives

\[
A(0)=\begin{pmatrix}W_{ZZ}&W_{Z\bar Z}\\0&D_{\bar Z\bar Z}\end{pmatrix},
\]

where \(\bar Z\) is the complement of \(Z\). The determinant of this block triangular matrix is \(\det(W_{ZZ})\,\tilde S\).

Because \(\tilde S\neq0\), the polynomial is divisible by \(t^{m+1}\) exactly when \(\det W_{ZZ}=0\). If \(z\) is the only zero overlap, the linear coefficient is \(W_{zz}\prod_{i\ne z}d_i\).

## Orbitals that are not yet paired

If \(S=UDV^\dagger\) with \(U,V\) unitary, then

\[
S+tW=U\,(D+t\,U^\dagger WV)\,V^\dagger .
\]

Taking determinants gives the same rule with \(U^\dagger WV\) in place of \(W\) and the prefactor \(\det U\,\det V^\dagger\).

## In a program

A code can obtain \(U\), \(D\) and \(V\) from a singular value decomposition of \(S\), transform \(W\), and treat the singular values below a threshold as zeros. For a one-electron operator, two or more zeros give a vanishing element, and one zero gives the single-zero formula times the prefactor. With no zeros, the usual first-order expansion gives \(\tilde S\sum_i (U^\dagger WV)_{ii}/d_i\), again times the prefactor. The prefactor is a phase, and omitting it can give the element the wrong sign.

## Reading the Lean statement

`couplingPoly S W` is a polynomial over ℂ, and `eval_couplingPoly` identifies its value at \(t\) with \(\det(S+tW)\). The finite type `n` labels the orbital pairs. \(Z\) is the subtype `{i // d i = 0}`, and `numZeros d`, `zeroBlock d W` and `reducedOverlap d` are \(m\), \(W_{ZZ}\) and \(\tilde S\).

The main theorem is `coeff_couplingPoly_diagonal`. It allows complex \(d_i\) and treats zeros as exact, without a threshold. In `coeff_couplingPoly_of_pairing` the factorisation of \(S\) is given, not constructed. The file concerns matrices only: the link to Slater determinants is the physical reading above, and the Coulomb interaction is not treated.

```lean
import Mathlib

open Polynomial
open scoped Matrix

namespace NonorthogonalZeroOverlaps

noncomputable section

variable {n : Type*} [Fintype n] [DecidableEq n]

/-- The polynomial det(S + tW) in the formal coupling parameter t, for an overlap matrix S
and a coupling matrix W between two sets of occupied orbitals. -/
def couplingPoly (S W : Matrix n n ℂ) : ℂ[X] :=
  Matrix.det (RingHom.mapMatrix C S + (X : ℂ[X]) • RingHom.mapMatrix C W)

/-- The number m of orbital pairs with zero overlap. -/
def numZeros (d : n → ℂ) : ℕ := Fintype.card {i // d i = 0}

/-- The reduced overlap: the product of all nonzero paired overlaps. -/
def reducedOverlap (d : n → ℂ) : ℂ := ∏ i : {i // ¬ d i = 0}, d i.1

/-- The block of the coupling matrix on the orbital pairs with zero overlap. -/
def zeroBlock (d : n → ℂ) (W : Matrix n n ℂ) :
    Matrix {i // d i = 0} {i // d i = 0} ℂ :=
  W.submatrix Subtype.val Subtype.val

/-- The matrix D + tW with one factor t removed from every row of zero overlap. -/
def strippedMatrix (d : n → ℂ) (W : Matrix n n ℂ) : Matrix n n ℂ[X] :=
  Matrix.of fun i j =>
    if d i = 0 then C (W i j) else C (Matrix.diagonal d i j) + X * C (W i j)

/-- At each complex number t the coupling polynomial takes the value det(S + tW). -/
theorem eval_couplingPoly (S W : Matrix n n ℂ) (t : ℂ) :
    (couplingPoly S W).eval t = (S + t • W).det := by
  unfold couplingPoly
  rw [← coe_evalRingHom, RingHom.map_det]
  refine congrArg Matrix.det (Matrix.ext fun i j => ?_)
  simp
  ring

/-- Every zero overlap contributes one factor t to det(D + tW). -/
theorem couplingPoly_factor (d : n → ℂ) (W : Matrix n n ℂ) :
    couplingPoly (Matrix.diagonal d) W =
      X ^ numZeros d * (strippedMatrix d W).det := by
  have hM : RingHom.mapMatrix C (Matrix.diagonal d) + (X : ℂ[X]) • RingHom.mapMatrix C W =
      Matrix.of fun i j => (if d i = 0 then (X : ℂ[X]) else 1) * strippedMatrix d W i j := by
    refine Matrix.ext fun i j => ?_
    simp only [RingHom.mapMatrix_apply, Matrix.add_apply, Matrix.smul_apply,
      Matrix.map_apply, Matrix.of_apply, smul_eq_mul, strippedMatrix]
    by_cases h : d i = 0
    · -- a row of zero overlap contains only the coupling
      have h0 : Matrix.diagonal d i j = 0 := by
        by_cases e : i = j
        · subst e
          simp [h]
        · exact Matrix.diagonal_apply_ne _ e
      simp [h, h0]
    · simp [h]
  have hp : (∏ i, if d i = 0 then (X : ℂ[X]) else 1) = X ^ numZeros d := by
    rw [Finset.prod_ite, Finset.prod_const, Finset.prod_const_one, mul_one, numZeros,
      Fintype.card_subtype]
  unfold couplingPoly
  rw [hM, Matrix.det_mul_column, hp]

/-- At t = 0 the stripped determinant is the minor of W on the zero overlaps times the
reduced overlap. -/
theorem strippedMatrix_det_coeff_zero (d : n → ℂ) (W : Matrix n n ℂ) :
    (strippedMatrix d W).det.coeff 0 = (zeroBlock d W).det * reducedOverlap d := by
  let R : Matrix n n ℂ :=
    Matrix.of fun i j => if d i = 0 then W i j else Matrix.diagonal d i j
  have hR : (strippedMatrix d W).det.coeff 0 = R.det := by
    rw [coeff_zero_eq_eval_zero, ← coe_evalRingHom, RingHom.map_det]
    refine congrArg Matrix.det (Matrix.ext fun i j => ?_)
    by_cases h : d i = 0 <;> simp [R, strippedMatrix, h]
  -- rows of nonzero overlap have no entries in the columns of zero overlap
  have hdet := Matrix.twoBlockTriangular_det R (fun i => d i = 0) (by
    intro i hi j hj
    have hij : i ≠ j := fun e => hi (e ▸ hj)
    change (if d i = 0 then W i j else Matrix.diagonal d i j) = 0
    rw [if_neg hi, Matrix.diagonal_apply_ne _ hij])
  have h1 : Matrix.toSquareBlockProp R (fun i => d i = 0) = zeroBlock d W := by
    refine Matrix.ext fun i j => ?_
    change (if d i.1 = 0 then W i.1 j.1 else Matrix.diagonal d i.1 j.1) = W i.1 j.1
    exact if_pos i.2
  have h2 : Matrix.toSquareBlockProp R (fun i => ¬ d i = 0) =
      Matrix.diagonal (fun i : {i // ¬ d i = 0} => d i.1) := by
    refine Matrix.ext fun i j => ?_
    change (if d i.1 = 0 then W i.1 j.1 else Matrix.diagonal d i.1 j.1) = _
    rw [if_neg i.2]
    by_cases h : i = j
    · subst h
      rw [Matrix.diagonal_apply_eq, Matrix.diagonal_apply_eq]
    · have h' : i.1 ≠ j.1 := fun e => h (Subtype.ext e)
      rw [Matrix.diagonal_apply_ne _ h', Matrix.diagonal_apply_ne _ h]
  rw [hR, hdet, h1, h2, Matrix.det_diagonal, reducedOverlap]

/-- With m zero overlaps, all coefficients of det(D + tW) below t^m vanish, and that of t^m
is the minor of W on the zero overlaps times the product of the nonzero overlaps. -/
theorem coeff_couplingPoly_diagonal (d : n → ℂ) (W : Matrix n n ℂ) :
    (∀ k < numZeros d, (couplingPoly (Matrix.diagonal d) W).coeff k = 0) ∧
      (couplingPoly (Matrix.diagonal d) W).coeff (numZeros d) =
        (zeroBlock d W).det * reducedOverlap d := by
  rw [couplingPoly_factor]
  constructor
  · intro k hk
    rw [coeff_X_pow_mul', if_neg (not_le_of_gt hk)]
  · rw [coeff_X_pow_mul', if_pos le_rfl, Nat.sub_self, strippedMatrix_det_coeff_zero]

/-- The polynomial det(D + tW) is divisible by t^(m+1) exactly when the minor of W on the
m zero overlaps vanishes. -/
theorem X_pow_succ_dvd_iff (d : n → ℂ) (W : Matrix n n ℂ) :
    X ^ (numZeros d + 1) ∣ couplingPoly (Matrix.diagonal d) W ↔
      (zeroBlock d W).det = 0 := by
  obtain ⟨hlow, hm⟩ := coeff_couplingPoly_diagonal d W
  have hne : reducedOverlap d ≠ 0 := Finset.prod_ne_zero_iff.mpr fun i _ => i.2
  rw [X_pow_dvd_iff]
  constructor
  · intro h
    have h0 := h (numZeros d) (Nat.lt_succ_self _)
    rw [hm] at h0
    exact (mul_eq_zero.mp h0).resolve_right hne
  · intro h k hk
    rcases Nat.lt_or_ge k (numZeros d) with hlt | hge
    · exact hlow k hlt
    · have hk' : k = numZeros d := by omega
      rw [hk', hm, h, zero_mul]

/-- Multiplying both S and W by U on the left and by V on the right multiplies the coupling
polynomial by det U times det V. -/
theorem couplingPoly_transform (U V S W : Matrix n n ℂ) :
    couplingPoly (U * S * V) (U * W * V) = C (U.det * V.det) * couplingPoly S W := by
  unfold couplingPoly
  simp only [_root_.map_mul]
  rw [← Matrix.smul_mul, ← Matrix.mul_smul, ← Matrix.add_mul, ← Matrix.mul_add,
    Matrix.det_mul, Matrix.det_mul, ← RingHom.map_det, ← RingHom.map_det]
  ring

/-- For an overlap matrix S = U D V† with unitary U and V, the coefficients of det(S + tW)
below t^m vanish, and that of t^m is given by the coupling U†WV in the paired orbitals. -/
theorem coeff_couplingPoly_of_pairing (U V W : Matrix n n ℂ) (d : n → ℂ)
    (hU : U ∈ Matrix.unitaryGroup n ℂ) (hV : V ∈ Matrix.unitaryGroup n ℂ) :
    (∀ k < numZeros d, (couplingPoly (U * Matrix.diagonal d * Vᴴ) W).coeff k = 0) ∧
      (couplingPoly (U * Matrix.diagonal d * Vᴴ) W).coeff (numZeros d) =
        U.det * Vᴴ.det * ((zeroBlock d (Uᴴ * W * V)).det * reducedOverlap d) := by
  have hU' : U * Uᴴ = 1 := Matrix.mem_unitaryGroup_iff.mp hU
  have hV' : V * Vᴴ = 1 := Matrix.mem_unitaryGroup_iff.mp hV
  -- the coupling written through its form in the paired orbitals
  have hW : U * (Uᴴ * W * V) * Vᴴ = W := by
    calc U * (Uᴴ * W * V) * Vᴴ = (U * Uᴴ) * W * (V * Vᴴ) := by
          simp only [Matrix.mul_assoc]
      _ = W := by rw [hU', hV', Matrix.one_mul, Matrix.mul_one]
  have hP := couplingPoly_transform U Vᴴ (Matrix.diagonal d) (Uᴴ * W * V)
  rw [hW] at hP
  obtain ⟨hlow, hm⟩ := coeff_couplingPoly_diagonal d (Uᴴ * W * V)
  rw [hP]
  constructor
  · intro k hk
    rw [coeff_C_mul, hlow k hk, mul_zero]
  · rw [coeff_C_mul, hm]

/-- If exactly one orbital pair z has zero overlap, the coefficient of t in det(D + tW) is
the diagonal coupling of that pair times the product of the other overlaps. -/
theorem coeff_one_of_single_zero (d : n → ℂ) (W : Matrix n n ℂ) (z : n)
    (hz : d z = 0) (hne : ∀ i, i ≠ z → d i ≠ 0) :
    (couplingPoly (Matrix.diagonal d) W).coeff 1 =
      W z z * ∏ i ∈ Finset.univ.erase z, d i := by
  let _ : Unique {i // d i = 0} :=
    { default := ⟨z, hz⟩
      uniq := fun i => Subtype.ext (by_contra fun h => hne i.1 h i.2) }
  have hcard : numZeros d = 1 := Fintype.card_unique
  have hblock : (zeroBlock d W).det = W z z := Matrix.det_unique _
  have hprod : ∏ i ∈ Finset.univ.erase z, d i = reducedOverlap d := by
    refine Finset.prod_subtype _ (fun i => ?_) d
    rw [Finset.mem_erase]
    exact ⟨fun h => hne i h.1, fun h => ⟨fun e => h (e ▸ hz), Finset.mem_univ i⟩⟩
  have hm := (coeff_couplingPoly_diagonal d W).2
  rw [hcard, hblock] at hm
  rw [hm, hprod]

end

end NonorthogonalZeroOverlaps
```

```lean
#print axioms NonorthogonalZeroOverlaps.strippedMatrix_det_coeff_zero
-- 'NonorthogonalZeroOverlaps.strippedMatrix_det_coeff_zero' depends on axioms: [propext, Classical.choice, Quot.sound]
#print axioms NonorthogonalZeroOverlaps.X_pow_succ_dvd_iff
-- 'NonorthogonalZeroOverlaps.X_pow_succ_dvd_iff' depends on axioms: [propext, Classical.choice, Quot.sound]
#print axioms NonorthogonalZeroOverlaps.coeff_couplingPoly_of_pairing
-- 'NonorthogonalZeroOverlaps.coeff_couplingPoly_of_pairing' depends on axioms: [propext, Classical.choice, Quot.sound]
#print axioms NonorthogonalZeroOverlaps.coeff_one_of_single_zero
-- 'NonorthogonalZeroOverlaps.coeff_one_of_single_zero' depends on axioms: [propext, Classical.choice, Quot.sound]
```

## How the proof runs

`couplingPoly_factor` extracts \(t^m\). It writes each row as \(t\) or 1 times a row of `strippedMatrix`, which is \(A(t)\), and `Matrix.det_mul_column` pulls out the product of these factors.

`strippedMatrix_det_coeff_zero` evaluates at \(t=0\), where the matrix `R` is \(A(0)\). `Matrix.twoBlockTriangular_det` splits its determinant once the lower left block is shown to vanish; `h1` and `h2` identify the diagonal blocks.

The main theorem then reads off coefficients with `coeff_X_pow_mul'`. `X_pow_succ_dvd_iff` turns divisibility into vanishing coefficients and cancels the nonzero reduced overlap.

`couplingPoly_transform` supplies the prefactor \(\det U\,\det V^\dagger\). The pairing theorem applies it after using unitarity to recover \(W\) from \(U^\dagger WV\). For `coeff_one_of_single_zero`, the subtype of zeros has a single element, so the minor reduces to \(W_{zz}\).
